# In a potential bounded below, small enough spheres push local orbitals above any given energy

When a structure has short bonds, I reduce the muffin-tin radii until the spheres no longer overlap, and then I check the local orbitals again. Their mean energies tend to come out higher in the smaller spheres. I can change the energy parameters and the radial functions I combine, so I first blamed my choices. Could a better combination keep a local orbital low in a very small sphere, or does the sphere itself forbid it?

## Confinement sets a floor that no choice of radial functions can lower

The sphere forbids it, as long as the potential inside stays above a fixed value v. Write the orbital's radial part as f(r)/r, with f real and continuously differentiable on [0, R], and f(0) = f(R) = 0. In hartree atomic units, its charge and energy in the sphere are

N = ∫₀ᴿ f² dr

ℰ = ∫₀ᴿ ( f'²/2 + l(l+1) f²/(2r²) + V f² ) dr

and for continuous V ≥ v the floor is

ℰ ≥ ( v + (π² + l(l+1))/(2R²) ) N.

For a normalised orbital N = 1, and ℰ is its mean energy. The floor need not be reached, and a particular recipe for f need not rise at every small reduction of R.

To derive it, first note that f' is bounded on [0, R], say |f'| ≤ C. Since f(0) = 0, this gives |f(r)| ≤ Cr, so f²/r² ≤ C² and the centrifugal integral is finite.

For the kinetic part, take 0 ≤ k < π/R and set

w(r) = −k tan(k(r − R/2)).

The argument of the tangent stays strictly between −π/2 and π/2, so w is smooth on [0, R], and w' = −(k² + w²). Therefore

0 ≤ (f' − w f)² = f'² − k² f² − (w f²)'.

On integration the last term vanishes, because f is zero at both ends. This leaves k²N ≤ ∫₀ᴿ f'² dr, and letting k tend to π/R gives

(π²/R²) N ≤ ∫₀ᴿ f'² dr.

Half of this is the kinetic floor. Since r ≤ R, the centrifugal energy is at least l(l+1)N/(2R²), and the potential energy is at least vN. The sum is the bound.

For l ≥ 1 and f not identically zero, the inequality is strict. Indeed

1/r² − 1/R² − (R² − r²)/R⁴ = (R² − r²)²/(r²R⁴) ≥ 0,

and the integral of f²(R² − r²)/R⁴ is positive, because f is non-zero somewhere inside the sphere.

If a non-zero orbital has ℰ ≤ EN, dividing by N > 0 gives

π² + l(l+1) ≤ 2(E − v)R².

For R < 1/(|E − v| + 1) the right-hand side is below 2, while π² > 9. So every non-zero local orbital in such a sphere has mean energy above E.

The edge condition is essential. Take f(r) = r, l = 0 and V = v = 0, which meets every other condition. The radial part f(r)/r is then constant, so its gradient and its kinetic energy are zero in a sphere of any size, and nothing pushes it up. The integral ℰ no longer gives the energy here: when l = 0 and f(R) is not zero, the kinetic energy computed from the gradient is ∫₀ᴿ f'²/2 dr − f(R)²/(2R), which for this f is R/2 − R/2 = 0.

In the Lean file, `IsLocalOrbital R f f'` collects the conditions on f. The derivative `f'` is given explicitly, is continuous on `Icc 0 R`, and is one-sided at the endpoints. The slope at R is free, so local orbitals that vanish there only in value are included along with those that also have zero slope. `charge` and `energy` are N and ℰ, without normalisation, and `l` is a natural number. The main bound is `energy_ge`. In `small_spheres_push_up`, the radius `R₀` is chosen after `l`, `v` and `E` but before the potential and the orbital, so it serves all of them at once.

The number `v` is any lower bound for the potential in the sphere. A point nucleus with −Z/r has no finite lower bound and is excluded; a smeared nucleus is allowed, but its v may be so low that the bound says little at ordinary radii. The model is one non-relativistic orbital of fixed l in a spherical potential. All-electron LAPW calculations often use a point nucleus and scalar-relativistic radial functions, and the theorems do not cover those as they stand. Where the bound applies, it limits the mean energy of one basis function, not the band energies of the crystal.

```lean
import Mathlib

open Set Filter Topology MeasureTheory Real

namespace LocalOrbitalSphere

noncomputable section

/-- The reduced radial function `f` of a local orbital in a sphere of radius `R`: it is
continuously differentiable on `[0, R]` with derivative `f'`, and vanishes at `0` and `R`. -/
structure IsLocalOrbital (R : ℝ) (f f' : ℝ → ℝ) : Prop where
  hasDeriv : ∀ r ∈ Icc 0 R, HasDerivWithinAt f (f' r) (Icc 0 R) r
  cont : ContinuousOn f' (Icc 0 R)
  origin : f 0 = 0
  edge : f R = 0

/-- The charge of the radial function `f` inside the sphere, the integral of `f²`. -/
def charge (R : ℝ) (f : ℝ → ℝ) : ℝ := ∫ r in (0 : ℝ)..R, f r ^ 2

/-- Radial energy in atomic units: kinetic, centrifugal and potential parts. The integrand
is meant for `r > 0`. -/
def energy (l : ℕ) (V : ℝ → ℝ) (R : ℝ) (f f' : ℝ → ℝ) : ℝ :=
  ∫ r in (0 : ℝ)..R,
    (f' r ^ 2 / 2 + (l : ℝ) * (l + 1) * f r ^ 2 / (2 * r ^ 2) + V r * f r ^ 2)

variable {R : ℝ} {f f' : ℝ → ℝ}

/-- The radial function of a local orbital is continuous on `[0, R]`. -/
theorem IsLocalOrbital.continuousOn (h : IsLocalOrbital R f f') :
    ContinuousOn f (Icc 0 R) :=
  fun r hr => (h.hasDeriv r hr).continuousWithinAt

/-- The centrifugal density `f²/r²` of a local orbital is integrable over the sphere radius. -/
theorem centrifugal_integrable (hR : 0 < R) (h : IsLocalOrbital R f f') :
    IntervalIntegrable (fun r => f r ^ 2 / r ^ 2) volume 0 R := by
  obtain ⟨C, hC⟩ := isCompact_Icc.exists_bound_of_continuousOn h.cont
  have hc : IntervalIntegrable (fun _ : ℝ => C ^ 2) volume 0 R :=
    continuous_const.intervalIntegrable 0 R
  have hm : ContinuousOn (fun r => f r ^ 2 / r ^ 2) (Ioc 0 R) :=
    ((h.continuousOn.mono Ioc_subset_Icc_self).pow 2).div (continuousOn_id.pow 2)
      (fun r hr => pow_ne_zero 2 hr.1.ne')
  rw [intervalIntegrable_iff_integrableOn_Ioc_of_le hR.le]
  refine Integrable.mono' hc.1 (hm.aestronglyMeasurable measurableSet_Ioc)
    (ae_restrict_of_forall_mem measurableSet_Ioc fun r hr => ?_)
  -- the mean value inequality gives |f r| ≤ C r
  have hb := (convex_Icc 0 R).norm_image_sub_le_of_norm_hasDerivWithin_le h.hasDeriv hC
    (left_mem_Icc.2 hR.le) (Ioc_subset_Icc_self hr)
  rw [h.origin, sub_zero, sub_zero, Real.norm_eq_abs, Real.norm_eq_abs,
    abs_of_pos hr.1] at hb
  have h2 := pow_le_pow_left₀ (abs_nonneg _) hb 2
  rw [sq_abs, mul_pow] at h2
  rw [Real.norm_of_nonneg (by positivity), div_le_iff₀ (pow_pos hr.1 2)]
  exact h2

/-- If `w` solves the Riccati equation `w' = -(q + w²)` on `[0, R]` with `q` continuous, the
integral of `f'²` for a local orbital is at least that of `q f²`. -/
theorem riccati_bound (hR : 0 < R) (h : IsLocalOrbital R f f') {q w : ℝ → ℝ}
    (hq : ContinuousOn q (Icc 0 R))
    (hw : ∀ r ∈ Icc 0 R, HasDerivWithinAt w (-(q r + w r ^ 2)) (Icc 0 R) r) :
    ∫ r in (0 : ℝ)..R, q r * f r ^ 2 ≤ ∫ r in (0 : ℝ)..R, f' r ^ 2 := by
  have hf := h.continuousOn
  have hf' := h.cont
  have hwc : ContinuousOn w (Icc 0 R) := fun r hr => (hw r hr).continuousWithinAt
  have hF : ∀ r ∈ Icc 0 R, HasDerivWithinAt (fun x => w x * (f x * f x))
      (-(q r + w r ^ 2) * f r ^ 2 + w r * (2 * f r * f' r)) (Icc 0 R) r := fun r hr =>
    ((hw r hr).mul ((h.hasDeriv r hr).mul (h.hasDeriv r hr))).congr_deriv (by
      show -(q r + w r ^ 2) * (f r * f r) + w r * (f' r * f r + f r * f' r) = _
      ring)
  have hD : IntervalIntegrable
      (fun r => -(q r + w r ^ 2) * f r ^ 2 + w r * (2 * f r * f' r)) volume 0 R :=
    ContinuousOn.intervalIntegrable_of_Icc hR.le (by fun_prop)
  have hQ : IntervalIntegrable (fun r => q r * f r ^ 2) volume 0 R :=
    ContinuousOn.intervalIntegrable_of_Icc hR.le (by fun_prop)
  have hK : IntervalIntegrable (fun r => f' r ^ 2) volume 0 R :=
    ContinuousOn.intervalIntegrable_of_Icc hR.le (by fun_prop)
  -- the boundary term w f² vanishes at both ends
  have h0 := intervalIntegral.integral_eq_sub_of_hasDerivAt_of_le hR.le
    (fun r hr => (hF r hr).continuousWithinAt)
    (fun r hr => (hF r (Ioo_subset_Icc_self hr)).hasDerivAt (Icc_mem_nhds hr.1 hr.2)) hD
  simp only [h.origin, h.edge, mul_zero, sub_zero] at h0
  have hm := intervalIntegral.integral_mono_on hR.le (hQ.add hD) hK (fun r _ => by
    show q r * f r ^ 2 + (-(q r + w r ^ 2) * f r ^ 2 + w r * (2 * f r * f' r)) ≤ f' r ^ 2
    nlinarith [sq_nonneg (f' r - w r * f r)])
  have hs := intervalIntegral.integral_add hQ hD
  rw [h0, add_zero] at hs
  exact hs.symm.le.trans hm

/-- For a continuous potential `V ≥ v`, the energy of a local orbital is at least
`v + π²/(2R²)` times its charge plus its full centrifugal energy. -/
theorem energy_ge_with_barrier (hR : 0 < R) (h : IsLocalOrbital R f f') (l : ℕ)
    {V : ℝ → ℝ} {v : ℝ} (hV : ContinuousOn V (Icc 0 R)) (hv : ∀ r ∈ Icc 0 R, v ≤ V r) :
    (v + π ^ 2 / (2 * R ^ 2)) * charge R f
      + (l : ℝ) * (l + 1) / 2 * (∫ r in (0 : ℝ)..R, f r ^ 2 / r ^ 2)
      ≤ energy l V R f f' := by
  have hf := h.continuousOn
  have hf' := h.cont
  have hk : ∀ k : ℝ, 0 ≤ k → k * R < π →
      k ^ 2 * charge R f ≤ ∫ r in (0 : ℝ)..R, f' r ^ 2 := by
    intro k hk hkR
    have hw : ∀ r ∈ Icc 0 R, HasDerivWithinAt (fun x => -k * Real.tan (k * (x - R / 2)))
        (-(k ^ 2 + (-k * Real.tan (k * (r - R / 2))) ^ 2)) (Icc 0 R) r := by
      intro r hr
      have h1 := mul_nonneg hk hr.1
      have h2 := mul_le_mul_of_nonneg_left hr.2 hk
      have hc : Real.cos (k * (r - R / 2)) ≠ 0 :=
        (Real.cos_pos_of_mem_Ioo ⟨by linarith, by linarith⟩).ne'
      have hi : HasDerivAt (fun x => k * (x - R / 2)) k r := by
        simpa using ((hasDerivAt_id' r).sub_const (R / 2)).const_mul k
      have ht : 1 / Real.cos (k * (r - R / 2)) ^ 2
          = 1 + Real.tan (k * (r - R / 2)) ^ 2 := by
        rw [Real.tan_eq_sin_div_cos, div_pow, ← Real.cos_sq_add_sin_sq (k * (r - R / 2)),
          add_div, div_self (pow_ne_zero 2 hc), Real.cos_sq_add_sin_sq]
      refine ((((Real.hasDerivAt_tan hc).comp r hi).const_mul (-k)).congr_deriv
        ?_).hasDerivWithinAt
      linear_combination (-k ^ 2) * ht
    have hb := riccati_bound hR h (q := fun _ => k ^ 2) continuousOn_const hw
    rwa [intervalIntegral.integral_const_mul] at hb
  -- let k tend to π / R from below
  have hlim : Tendsto (fun k : ℝ => k ^ 2 * charge R f) (𝓝[<] (π / R))
      (𝓝 ((π / R) ^ 2 * charge R f)) :=
    (Continuous.tendsto (by fun_prop) _).mono_left nhdsWithin_le_nhds
  have hkin : (π / R) ^ 2 * charge R f ≤ ∫ r in (0 : ℝ)..R, f' r ^ 2 := by
    refine le_of_tendsto hlim ?_
    filter_upwards [Ioo_mem_nhdsLT (div_pos Real.pi_pos hR)] with k hk'
    exact hk k hk'.1.le ((lt_div_iff₀ hR).1 hk'.2)
  have hA : IntervalIntegrable (fun r => 1 / 2 * f' r ^ 2) volume 0 R :=
    ContinuousOn.intervalIntegrable_of_Icc hR.le (by fun_prop)
  have hB : IntervalIntegrable (fun r => (l : ℝ) * (l + 1) / 2 * (f r ^ 2 / r ^ 2))
      volume 0 R := (centrifugal_integrable hR h).const_mul _
  have hAB : IntervalIntegrable (fun r => 1 / 2 * f' r ^ 2
      + (l : ℝ) * (l + 1) / 2 * (f r ^ 2 / r ^ 2)) volume 0 R := hA.add hB
  have hC : IntervalIntegrable (fun r => V r * f r ^ 2) volume 0 R :=
    ContinuousOn.intervalIntegrable_of_Icc hR.le (by fun_prop)
  have hN : IntervalIntegrable (fun r => v * f r ^ 2) volume 0 R :=
    ContinuousOn.intervalIntegrable_of_Icc hR.le (by fun_prop)
  have hpot := intervalIntegral.integral_mono_on hR.le hN hC
    (fun r hr => mul_le_mul_of_nonneg_right (hv r hr) (sq_nonneg _))
  rw [intervalIntegral.integral_const_mul] at hpot
  have he : energy l V R f f' = ∫ r in (0 : ℝ)..R, (1 / 2 * f' r ^ 2
      + (l : ℝ) * (l + 1) / 2 * (f r ^ 2 / r ^ 2) + V r * f r ^ 2) :=
    intervalIntegral.integral_congr (fun r _ => by ring)
  rw [he, intervalIntegral.integral_add hAB hC, intervalIntegral.integral_add hA hB,
    intervalIntegral.integral_const_mul, intervalIntegral.integral_const_mul]
  have hsum : (v + π ^ 2 / (2 * R ^ 2)) * charge R f
      = v * charge R f + 1 / 2 * ((π / R) ^ 2 * charge R f) := by ring
  rw [hsum]
  unfold charge at *
  linarith

/-- **Confinement bound for local orbitals.** For a continuous potential `V ≥ v`, the energy
is at least `v + (π² + l(l+1))/(2R²)` times the charge. -/
theorem energy_ge (hR : 0 < R) (h : IsLocalOrbital R f f') (l : ℕ)
    {V : ℝ → ℝ} {v : ℝ} (hV : ContinuousOn V (Icc 0 R)) (hv : ∀ r ∈ Icc 0 R, v ≤ V r) :
    (v + (π ^ 2 + (l : ℝ) * (l + 1)) / (2 * R ^ 2)) * charge R f ≤ energy l V R f f' := by
  have hf := h.continuousOn
  have hN : IntervalIntegrable (fun r => f r ^ 2 / R ^ 2) volume 0 R :=
    ContinuousOn.intervalIntegrable_of_Icc hR.le ((hf.pow 2).div_const _)
  -- the barrier is lowest at the sphere edge
  have hc := intervalIntegral.integral_mono_on hR.le hN (centrifugal_integrable hR h)
    (fun r hr => by
      rcases hr.1.eq_or_lt with h0 | h0
      · simp [← h0, h.origin]
      · exact div_le_div_of_nonneg_left (sq_nonneg _) (pow_pos h0 2)
          (pow_le_pow_left₀ h0.le hr.2 2))
  rw [intervalIntegral.integral_div] at hc
  have hL : (0 : ℝ) ≤ (l : ℝ) * (l + 1) / 2 := by positivity
  have hm := mul_le_mul_of_nonneg_left hc hL
  have hb := energy_ge_with_barrier hR h l hV hv
  have hs : (v + (π ^ 2 + (l : ℝ) * (l + 1)) / (2 * R ^ 2)) * charge R f
      = (v + π ^ 2 / (2 * R ^ 2)) * charge R f
        + (l : ℝ) * (l + 1) / 2 * (charge R f / R ^ 2) := by ring
  rw [hs]
  unfold charge at *
  linarith

/-- For `l ≥ 1`, a continuous potential `V ≥ v` and a local orbital that is not identically
zero, the confinement bound is strict. -/
theorem energy_gt (hR : 0 < R) (h : IsLocalOrbital R f f') (hne : ∃ c ∈ Icc 0 R, f c ≠ 0)
    {l : ℕ} (hl : 1 ≤ l) {V : ℝ → ℝ} {v : ℝ} (hV : ContinuousOn V (Icc 0 R))
    (hv : ∀ r ∈ Icc 0 R, v ≤ V r) :
    (v + (π ^ 2 + (l : ℝ) * (l + 1)) / (2 * R ^ 2)) * charge R f < energy l V R f f' := by
  have hf := h.continuousOn
  have hN : ContinuousOn (fun r => f r ^ 2 / R ^ 2) (Icc 0 R) := (hf.pow 2).div_const _
  -- the tangent to 1/x at x = R² separates the two densities
  have hG : ContinuousOn (fun r => f r ^ 2 / R ^ 2 + f r ^ 2 * (R ^ 2 - r ^ 2) / R ^ 4)
      (Icc 0 R) :=
    hN.add (((hf.pow 2).mul (continuousOn_const.sub (continuousOn_id.pow 2))).div_const _)
  have h1 := intervalIntegral.integral_lt_integral_of_continuousOn_of_le_of_exists_lt
    hR hN hG
    (fun r hr => by
      have hd : 0 ≤ R ^ 2 - r ^ 2 := sub_nonneg.2 (pow_le_pow_left₀ hr.1.le hr.2 2)
      exact le_add_of_nonneg_right (by positivity))
    (by
      obtain ⟨c, hc, hfc⟩ := hne
      have hcR : c < R := lt_of_le_of_ne hc.2 (fun e => hfc (e ▸ h.edge))
      have hd : 0 < R ^ 2 - c ^ 2 := by nlinarith [hc.1]
      exact ⟨c, hc, lt_add_of_pos_right _ (by positivity)⟩)
  have h2 := intervalIntegral.integral_mono_on hR.le
    (hG.intervalIntegrable_of_Icc hR.le) (centrifugal_integrable hR h)
    (fun r hr => by
      rcases hr.1.eq_or_lt with h0 | h0
      · simp [← h0, h.origin]
      · have hd : f r ^ 2 / r ^ 2 - (f r ^ 2 / R ^ 2 + f r ^ 2 * (R ^ 2 - r ^ 2) / R ^ 4)
            = f r ^ 2 * (R ^ 2 - r ^ 2) ^ 2 / (r ^ 2 * R ^ 4) := by
          field_simp
          ring
        have hp : 0 ≤ f r ^ 2 * (R ^ 2 - r ^ 2) ^ 2 / (r ^ 2 * R ^ 4) := by positivity
        linarith)
  have hc := h1.trans_le h2
  rw [intervalIntegral.integral_div] at hc
  have hl' : (0 : ℝ) < l := by exact_mod_cast hl
  have hL : (0 : ℝ) < (l : ℝ) * (l + 1) / 2 := by positivity
  have hm := mul_lt_mul_of_pos_left hc hL
  have hb := energy_ge_with_barrier hR h l hV hv
  have hs : (v + (π ^ 2 + (l : ℝ) * (l + 1)) / (2 * R ^ 2)) * charge R f
      = (v + π ^ 2 / (2 * R ^ 2)) * charge R f
        + (l : ℝ) * (l + 1) / 2 * (charge R f / R ^ 2) := by ring
  rw [hs]
  unfold charge at *
  linarith

/-- In a continuous potential `V ≥ v`, a local orbital that is not identically zero and has
energy at most `E` per unit charge needs a sphere with `π² + l(l+1) ≤ 2(E - v)R²`. -/
theorem minimal_radius (hR : 0 < R) (h : IsLocalOrbital R f f')
    (hne : ∃ c ∈ Icc 0 R, f c ≠ 0) (l : ℕ) {V : ℝ → ℝ} {v E : ℝ}
    (hV : ContinuousOn V (Icc 0 R)) (hv : ∀ r ∈ Icc 0 R, v ≤ V r)
    (hE : energy l V R f f' ≤ E * charge R f) :
    π ^ 2 + (l : ℝ) * (l + 1) ≤ 2 * (E - v) * R ^ 2 := by
  have hpos : 0 < charge R f := by
    obtain ⟨c, hc, hfc⟩ := hne
    have hi := intervalIntegral.integral_lt_integral_of_continuousOn_of_le_of_exists_lt
      (f := fun _ => (0 : ℝ)) (g := fun r => f r ^ 2) hR continuousOn_const
      (h.continuousOn.pow 2) (fun r _ => sq_nonneg _) ⟨c, hc, by positivity⟩
    rwa [intervalIntegral.integral_zero] at hi
  have hb := le_of_mul_le_mul_right ((energy_ge hR h l hV hv).trans hE) hpos
  have hd : (π ^ 2 + (l : ℝ) * (l + 1)) / (2 * R ^ 2) ≤ E - v := by linarith
  have hx := (div_le_iff₀ (by positivity)).1 hd
  linarith

/-- Small spheres push local orbitals up: for every energy `E` there is a radius below which
every local orbital that is not identically zero, in any continuous potential `V ≥ v`, has
energy above `E` per unit charge. -/
theorem small_spheres_push_up (l : ℕ) (v E : ℝ) :
    ∃ R₀ > 0, ∀ R : ℝ, 0 < R → R < R₀ → ∀ V f f' : ℝ → ℝ,
      ContinuousOn V (Icc 0 R) → (∀ r ∈ Icc 0 R, v ≤ V r) → IsLocalOrbital R f f' →
      (∃ c ∈ Icc 0 R, f c ≠ 0) → E * charge R f < energy l V R f f' := by
  refine ⟨1 / (|E - v| + 1), by positivity, ?_⟩
  intro R hR hR0 V f f' hV hv h hne
  by_contra hcon
  have hmin := minimal_radius hR h hne l hV hv (not_lt.1 hcon)
  -- for such a small radius the right-hand side stays below 2
  have h1 : R * (|E - v| + 1) < 1 := (lt_div_iff₀ (by positivity)).1 hR0
  have h2 : 0 ≤ R * |E - v| := by positivity
  have h3 : (E - v) * R ^ 2 ≤ |E - v| * R ^ 2 :=
    mul_le_mul_of_nonneg_right (le_abs_self _) (sq_nonneg _)
  have h4 : R * |E - v| * R ≤ 1 * R :=
    mul_le_mul_of_nonneg_right (by linarith) hR.le
  have h5 : (0 : ℝ) ≤ (l : ℝ) * (l + 1) := by positivity
  have h6 : 9 < π ^ 2 := by nlinarith [Real.pi_gt_three]
  linarith

end

end LocalOrbitalSphere
```

```lean
#print axioms LocalOrbitalSphere.energy_gt
#print axioms LocalOrbitalSphere.small_spheres_push_up
```

```
'LocalOrbitalSphere.energy_gt' depends on axioms: [propext, Classical.choice, Quot.sound]
'LocalOrbitalSphere.small_spheres_push_up' depends on axioms: [propext, Classical.choice, Quot.sound]
```

`centrifugal_integrable` obtains |f| ≤ Cr from the mean value inequality and compares f²/r² with the constant C².

`riccati_bound` completes the square for a general continuous `q` in place of k². Its `h0` is the fundamental theorem of calculus for w f², with the boundary values set to zero, and `nlinarith` receives the square of `f' r - w r * f r` as its hint.

`energy_ge_with_barrier` supplies the tangent function and checks that the cosine is non-zero. It takes the limit with `le_of_tendsto`, since at k = π/R itself the tangent diverges at both ends. It then adds the potential bound and keeps the full centrifugal integral.

That integral is used twice: `energy_ge` replaces 1/r² by 1/R², while `energy_gt` uses the sharper comparison above to get strictness. `minimal_radius` proves that the charge is positive and cancels it. `small_spheres_push_up` assumes the opposite of its claim, applies `minimal_radius`, and reaches the contradiction with π² > 9.
